# Truncating the basis never raises the static response of a positive definite matrix

A static drive b displaces a system with stiffness matrix H by H⁻¹b, and the response is the number b†H⁻¹b. How this number changes in a smaller basis depends on what truncation means. Here the displacement is confined to the span of the columns of a matrix C, while H and b themselves stay fixed. The truncated problem then has matrix C†HC and drive C†b.

The full space has the finite index type `n`, and the truncated basis has `k`. The dagger is `ᴴ` in the code and a star in its comments.

```lean
import Mathlib

open Matrix
open scoped ComplexOrder

namespace TruncatedStaticResponse

noncomputable section

variable {n k : Type*} [Fintype n] [DecidableEq n] [Fintype k] [DecidableEq k]
```

## The block, the response and the error

Write A for the block:

A = C†HC

```lean
/-- The block `C* H C` of the matrix `H` in the basis formed by the columns of `C`. -/
def compress (H : Matrix n n ℂ) (C : Matrix n k ℂ) : Matrix k k ℂ := Cᴴ * H * C
```

The response is defined as a complex number. It is real when H is positive definite, because `PosDef` includes being Hermitian.

```lean
/-- The static response `b* H⁻¹ b` to a drive `b`, for invertible `H`. -/
def response (H : Matrix n n ℂ) (b : n → ℂ) : ℂ := star b ⬝ᵥ (H⁻¹ *ᵥ b)
```

To compare the two inverses, the truncated one is carried back to the full space:

G = CA⁻¹C†,  D = H⁻¹ − G

```lean
/-- The full inverse minus the inverse computed in the truncated basis,
`H⁻¹ - C (C* H C)⁻¹ C*`, for invertible `H` and `C* H C`. -/
def truncationError (H : Matrix n n ℂ) (C : Matrix n k ℂ) : Matrix n n ℂ :=
  H⁻¹ - C * (compress H C)⁻¹ * Cᴴ
```

## The block stays positive definite

If C†C = 1 and Cx = Cy, then multiplying by C† gives x = y. In Lean, linear independence of the columns is injectivity of `C.mulVec`.

```lean
omit [Fintype k] [DecidableEq n] in
/-- Orthonormal columns are linearly independent. -/
theorem injective_of_orthonormal [Fintype k] {C : Matrix n k ℂ} (hC : Cᴴ * C = 1) :
    Function.Injective C.mulVec := by
  intro x y hxy
  have h : Cᴴ *ᵥ (C *ᵥ x) = Cᴴ *ᵥ (C *ᵥ y) := congrArg (fun v => Cᴴ *ᵥ v) hxy
  simpa only [Matrix.mulVec_mulVec, hC, Matrix.one_mulVec] using h
```

For x ≠ 0, independence gives Cx ≠ 0, so

x†Ax = (Cx)†H(Cx) > 0

Hence A is positive definite, and therefore invertible.

```lean
omit [DecidableEq n] [DecidableEq k] in
/-- The block of a positive definite matrix in a linearly independent basis is
positive definite. -/
theorem compress_posDef {H : Matrix n n ℂ} {C : Matrix n k ℂ} (hH : H.PosDef)
    (hC : Function.Injective C.mulVec) : (compress H C).PosDef :=
  hH.conjTranspose_mul_mul_same hC
```

## The error is a square weighted by H

The block cancels one of its inverses:

GHG = CA⁻¹(C†HC)A⁻¹C† = G

Since D is Hermitian,

D†HD = (H⁻¹ − G)H(H⁻¹ − G) = H⁻¹ − 2G + GHG = D

In the code, `hD` is the Hermitian property and `hG` the cancellation. The expansion is `key`, stated for arbitrary square matrices `R` and `G`, so that each is a single symbol when `noncomm_ring` multiplies out the product.

```lean
/-- For positive definite `H` and a linearly independent basis, the truncation error `D`
satisfies `D = D* H D`. -/
theorem truncationError_eq {H : Matrix n n ℂ} {C : Matrix n k ℂ} (hH : H.PosDef)
    (hC : Function.Injective C.mulVec) :
    truncationError H C = (truncationError H C)ᴴ * H * truncationError H C := by
  have hA := compress_posDef hH hC
  have hHd := (Matrix.isUnit_iff_isUnit_det _).1 hH.isUnit
  have hAd := (Matrix.isUnit_iff_isUnit_det _).1 hA.isUnit
  -- the error is Hermitian
  have hD : (truncationError H C)ᴴ = truncationError H C := by
    unfold truncationError
    rw [conjTranspose_sub, conjTranspose_mul, conjTranspose_mul, conjTranspose_conjTranspose,
      conjTranspose_nonsing_inv, conjTranspose_nonsing_inv, hH.isHermitian.eq,
      hA.isHermitian.eq, Matrix.mul_assoc]
  -- the truncated inverse `G` satisfies `G H G = G`
  have hG : C * (compress H C)⁻¹ * Cᴴ * H * (C * (compress H C)⁻¹ * Cᴴ)
      = C * (compress H C)⁻¹ * Cᴴ := by
    calc _ = C * (((compress H C)⁻¹ * (Cᴴ * H * C)) * (compress H C)⁻¹) * Cᴴ := by
          simp only [Matrix.mul_assoc]
      _ = C * (((compress H C)⁻¹ * compress H C) * (compress H C)⁻¹) * Cᴴ := rfl
      _ = _ := by rw [Matrix.nonsing_inv_mul _ hAd, Matrix.one_mul]
  have key : ∀ R G : Matrix n n ℂ, R * H = 1 → H * R = 1 → G * H * G = G →
      (R - G) * H * (R - G) = R - G := by
    intro R G h1 h2 h3
    calc (R - G) * H * (R - G)
        = (R * H) * R - (R * H) * G - G * (H * R) + G * H * G := by noncomm_ring
      _ = R - G := by rw [h1, h2, h3]; noncomm_ring
  rw [hD]
  exact (key _ _ (Matrix.nonsing_inv_mul _ hHd) (Matrix.mul_nonsing_inv _ hHd) hG).symm
```

For any vector v this gives

v†Dv = (Dv)†H(Dv) ≥ 0

The Lean proof rests on `conjTranspose_mul_mul_same`: if M is positive semidefinite, so is B†MB for any B of matching size. The goal mentions only D, so `rw` first replaces D by D†HD. The new expression contains D again, but `rw` makes a single pass and stops. The underscore is then filled by unification with B = D.

```lean
/-- For positive definite `H` and a linearly independent basis, the truncation error is
positive semidefinite. -/
theorem truncationError_posSemidef {H : Matrix n n ℂ} {C : Matrix n k ℂ} (hH : H.PosDef)
    (hC : Function.Injective C.mulVec) : (truncationError H C).PosSemidef := by
  rw [truncationError_eq hH hC]
  exact hH.posSemidef.conjTranspose_mul_mul_same _
```

## The bound for every drive

Evaluating D on b gives the difference of the two responses:

b†Db = b†H⁻¹b − (C†b)†A⁻¹(C†b) ≥ 0

The basis may be non-orthogonal, and b may point outside the truncated space. The sign ≤ between complex numbers means equal imaginary parts and ordered real parts.

```lean
/-- For positive definite `H` and a linearly independent, possibly non-orthogonal basis,
the truncated response to any drive `b` is at most the full response. -/
theorem response_truncated_le {H : Matrix n n ℂ} {C : Matrix n k ℂ} (hH : H.PosDef)
    (hC : Function.Injective C.mulVec) (b : n → ℂ) :
    response (compress H C) (Cᴴ *ᵥ b) ≤ response H b := by
  have h := (truncationError_posSemidef hH hC).dotProduct_mulVec_nonneg b
  have e : star b ⬝ᵥ (truncationError H C *ᵥ b)
      = response H b - response (compress H C) (Cᴴ *ᵥ b) := by
    unfold truncationError response
    rw [Matrix.sub_mulVec, dotProduct_sub, Matrix.star_mulVec, conjTranspose_conjTranspose,
      ← Matrix.dotProduct_mulVec (star b) C]
    simp only [Matrix.mulVec_mulVec, Matrix.mul_assoc]
  rw [e] at h
  exact sub_nonneg.1 h
```

In a calculation, no inverse need be formed: one can solve Ay = C†b, for instance by Cholesky factorisation, and the truncated response is (C†b)†y.

Let H₀ be the Hamiltonian without the field and E₀ its ground-state energy. For a static polarisability with a nondegenerate, normalised ground state, H stands for H₀ − E₀ on the orthogonal complement of that state, and b for the dipole operator along the field, applied to that state and projected there. The polarisability is then twice the response b†H⁻¹b. The bound then concerns a finite matrix of this kind with the ground state held fixed. Recomputing the ground state in each basis can change H and b too, a step that the hypotheses leave out.

## The matrix inequality in an orthonormal basis

With C†C = 1, the outer factors disappear:

C†DC = C†H⁻¹C − (C†C)A⁻¹(C†C) = C†H⁻¹C − A⁻¹

```lean
/-- In an orthonormal basis, the block of the truncation error is
`C* H⁻¹ C - (C* H C)⁻¹`. -/
theorem compress_truncationError (H : Matrix n n ℂ) {C : Matrix n k ℂ} (hC : Cᴴ * C = 1) :
    Cᴴ * truncationError H C * C = Cᴴ * H⁻¹ * C - (compress H C)⁻¹ := by
  have h : Cᴴ * (C * (compress H C)⁻¹ * Cᴴ) * C = (compress H C)⁻¹ := by
    calc _ = (Cᴴ * C) * (compress H C)⁻¹ * (Cᴴ * C) := by simp only [Matrix.mul_assoc]
      _ = _ := by rw [hC, Matrix.one_mul, Matrix.mul_one]
  unfold truncationError
  rw [Matrix.mul_sub, Matrix.sub_mul, h]
```

Since D is positive semidefinite, so is C†DC. The theorem states this together with the invertibility of A, written `IsUnit`.

```lean
/-- For positive definite `H` and orthonormal columns of `C`, the block `C* H C` is invertible
and its inverse is bounded above by the block `C* H⁻¹ C` of the full inverse. -/
theorem truncation_underestimates {H : Matrix n n ℂ} {C : Matrix n k ℂ} (hH : H.PosDef)
    (hC : Cᴴ * C = 1) :
    IsUnit (compress H C) ∧ (Cᴴ * H⁻¹ * C - (compress H C)⁻¹).PosSemidef := by
  have hi := injective_of_orthonormal hC
  refine ⟨(compress_posDef hH hi).isUnit, ?_⟩
  rw [← compress_truncationError H hC]
  exact (truncationError_posSemidef hH hi).conjTranspose_mul_mul_same C
```

## Equality means an invariant subspace

Keep C†C = 1 and suppose that C†H⁻¹C = A⁻¹. Then

0 = C†DC = (DC)†H(DC)

Definiteness of H forces DC = 0, that is, H⁻¹C = CA⁻¹. Multiplying by H on the left and A on the right gives HC = CA, so H maps the truncated space into itself. Conversely, if H maps the truncated space into itself, then HC = CX for some matrix X, and multiplying by C† gives X = A. From HC = CA follows H⁻¹C = CA⁻¹, and multiplying by C† restores the equality.

In the code, `hv` shows that DC annihilates every vector, and `hz` reads off its columns using unit vectors.

```lean
/-- For positive definite `H` and orthonormal columns of `C`, truncation is exact on the
truncated space if and only if `H` maps that space into itself. -/
theorem truncation_exact_iff {H : Matrix n n ℂ} {C : Matrix n k ℂ} (hH : H.PosDef)
    (hC : Cᴴ * C = 1) :
    Cᴴ * H⁻¹ * C = (compress H C)⁻¹ ↔ H * C = C * compress H C := by
  have hi := injective_of_orthonormal hC
  have hHd := (Matrix.isUnit_iff_isUnit_det _).1 hH.isUnit
  have hAd := (Matrix.isUnit_iff_isUnit_det _).1 (compress_posDef hH hi).isUnit
  constructor
  · intro h
    have h0 : (truncationError H C * C)ᴴ * H * (truncationError H C * C) = 0 := by
      calc _ = Cᴴ * ((truncationError H C)ᴴ * H * truncationError H C) * C := by
            simp only [conjTranspose_mul, Matrix.mul_assoc]
        _ = 0 := by
            rw [← truncationError_eq hH hi, compress_truncationError H hC, h, sub_self]
    -- definiteness of `H` forces the error to vanish on the truncated space
    have hv : ∀ x, (truncationError H C * C) *ᵥ x = 0 := by
      intro x
      by_contra hx
      have hp := hH.dotProduct_mulVec_pos hx
      rw [Matrix.star_mulVec, ← Matrix.dotProduct_mulVec, Matrix.mulVec_mulVec,
        Matrix.mulVec_mulVec, h0, Matrix.zero_mulVec,
        dotProduct_zero] at hp
      exact lt_irrefl _ hp
    have hz : truncationError H C * C = 0 := by
      ext i j
      have := congrFun (hv (Pi.single j 1)) i
      simpa using this
    have hR : H⁻¹ * C = C * (compress H C)⁻¹ := by
      unfold truncationError at hz
      rw [Matrix.sub_mul, Matrix.mul_assoc _ Cᴴ C, hC, Matrix.mul_one] at hz
      exact sub_eq_zero.1 hz
    calc H * C = H * (C * (compress H C)⁻¹) * compress H C := by
          rw [Matrix.mul_assoc, Matrix.mul_assoc, Matrix.nonsing_inv_mul _ hAd, Matrix.mul_one]
      _ = C * compress H C := by
          rw [← hR, ← Matrix.mul_assoc, Matrix.mul_nonsing_inv _ hHd, Matrix.one_mul]
  · intro h
    have hR : H⁻¹ * C = C * (compress H C)⁻¹ := by
      calc H⁻¹ * C = H⁻¹ * (C * compress H C) * (compress H C)⁻¹ := by
            rw [Matrix.mul_assoc, Matrix.mul_assoc, Matrix.mul_nonsing_inv _ hAd, Matrix.mul_one]
        _ = C * (compress H C)⁻¹ := by
            rw [← h, ← Matrix.mul_assoc, Matrix.nonsing_inv_mul _ hHd, Matrix.one_mul]
    rw [Matrix.mul_assoc, hR, ← Matrix.mul_assoc, hC, Matrix.one_mul]
```

## Two coupled levels

Take diagonal entries 2 and coupling 1. The eigenvalues are 1 and 3, so the matrix is positive definite, and

H⁻¹ = (1/3) [[2, −1], [−1, 2]]

A unit drive along the first basis vector has full response 2/3. Keeping only that vector leaves A = 2 and response 1/2. The coupling takes the retained vector out of its own span, so the loss is strict. Lean confirms each inverse by multiplying it with the original matrix.

```lean
/-- For the matrix with diagonal entries 2 and coupling 1, keeping only the first basis vector
lowers the response to a unit drive along it from 2/3 to 1/2. -/
theorem two_level_example :
    (!![2, 1; 1, 2] : Matrix (Fin 2) (Fin 2) ℂ)⁻¹ 0 0 = 2 / 3 ∧
    (compress !![2, 1; 1, 2] (!![1; 0] : Matrix (Fin 2) (Fin 1) ℂ))⁻¹ 0 0 = 1 / 2 := by
  have h1 : (!![2, 1; 1, 2] : Matrix (Fin 2) (Fin 2) ℂ)⁻¹
      = !![2 / 3, -1 / 3; -1 / 3, 2 / 3] := by
    apply Matrix.inv_eq_right_inv
    ext i j
    fin_cases i <;> fin_cases j <;> norm_num [Matrix.mul_apply, Fin.sum_univ_succ]
  have h2 : (compress !![2, 1; 1, 2] (!![1; 0] : Matrix (Fin 2) (Fin 1) ℂ))⁻¹
      = !![1 / 2] := by
    apply Matrix.inv_eq_right_inv
    ext i j
    fin_cases i
    fin_cases j
    norm_num [compress, Matrix.mul_apply, Fin.sum_univ_succ]
  rw [h1, h2]
  exact ⟨rfl, rfl⟩

end

end TruncatedStaticResponse
```

```lean
#print axioms TruncatedStaticResponse.response_truncated_le
-- 'TruncatedStaticResponse.response_truncated_le' depends on axioms: [propext, Classical.choice, Quot.sound]
#print axioms TruncatedStaticResponse.truncation_underestimates
-- 'TruncatedStaticResponse.truncation_underestimates' depends on axioms: [propext, Classical.choice, Quot.sound]
#print axioms TruncatedStaticResponse.truncation_exact_iff
-- 'TruncatedStaticResponse.truncation_exact_iff' depends on axioms: [propext, Classical.choice, Quot.sound]
#print axioms TruncatedStaticResponse.two_level_example
-- 'TruncatedStaticResponse.two_level_example' depends on axioms: [propext, Classical.choice, Quot.sound]
```
